# A common smooth envelope $g$ factors out of the Wronskian of $N$ smooth orbitals as $g^N$

## Why do the derivatives of the envelope disappear?

For smooth functions $g$ and $f_0, \dots, f_{N-1}$ on the real line, I believe that

$$W(g f_0, \dots, g f_{N-1})(x) = g(x)^N \, W(f_0, \dots, f_{N-1})(x)$$

at every point $x$, where $W$ is the Wronskian, the determinant whose entry in row $i$ and column $j$ is the $i$-th derivative of the $j$-th function. I meet it with $N$ non-interacting spinless fermions in one dimension. As I understand it, when all coordinates $x_0, \dots, x_{N-1}$ approach $x$, the Slater determinant $(N!)^{-1/2} \det[f_j(x_a)]$ behaves to leading order like $(N!)^{-1/2}\, W(f)(x) \prod_{a<b} (x_b - x_a) / \prod_{i<N} i!$, so the Wronskian gives, up to a constant, the coefficient with which the wave function vanishes when all particles meet at $x$. My orbitals share a factor, such as the Gaussian of a harmonic trap or a plane-wave phase. The matrix of the products is full of $g', g'', \dots$, and I would like to see rigorously why none of them survives, how much smoothness is used, and a machine-checked proof.

## The envelope acts through a triangular matrix with $g(x)$ on its diagonal

The identity holds for real or complex values, and less than smoothness suffices: it is enough that $g$ and the $f_j$ are $m$ times continuously differentiable near $x$ for some natural number $m$ with $N \le m + 1$. The derivatives of $g$ sit strictly below the diagonal of a triangular matrix and do not enter its determinant.

### From the Leibniz rule to $g(x)^N$

Let all indices $i, j, k$ run over $0, \dots, N-1$, and write $f^{(i)}$ for the $i$-th derivative, with $f^{(0)} = f$. The Wronskian matrix of the family $f = (f_0, \dots, f_{N-1})$ at $x$ is $M(f)_{ij} = f_j^{(i)}(x)$, and $W(f)(x) = \det M(f)$. The family of products $g f_j$ is written $gf$.

The Leibniz rule for the $i$-th derivative of a product gives

$$(g f_j)^{(i)}(x) = \sum_{k=0}^{i} \binom{i}{k} \, g^{(i-k)}(x) \, f_j^{(k)}(x).$$

The coefficient of $f_j^{(k)}(x)$ does not depend on $j$. Collect the coefficients in the $N \times N$ Leibniz matrix

$$L_{ik} = \begin{cases} \binom{i}{k} \, g^{(i-k)}(x) & k \le i, \\ 0 & k > i. \end{cases}$$

Because $L_{ik} = 0$ for $k > i$, the sum can be extended to all $k \le N - 1$, and it becomes an entry of a matrix product:

$$M(gf)_{ij} = \sum_{k=0}^{N-1} L_{ik} \, M(f)_{kj}, \qquad M(gf) = L \, M(f).$$

The matrix $L$ is lower triangular with diagonal entries $L_{ii} = \binom{i}{i} g^{(0)}(x) = g(x)$, so $\det L = g(x)^N$. Multiplicativity of the determinant then gives

$$W(gf)(x) = \det L \cdot \det M(f) = g(x)^N \, W(f)(x).$$

For $N = 2$ the cancellation is visible directly: $g f_0 \,(g' f_1 + g f_1') - g f_1 \,(g' f_0 + g f_0') = g^2 (f_0 f_1' - f_1 f_0')$. For $N = 1$ the identity reads $g f_0 = g f_0$, and for $N = 0$ both determinants are empty and it reads $1 = 1$. The highest derivative in any matrix has order $N - 1$, which is the origin of the condition $N \le m + 1$.

Three consequences follow. For $N \ge 1$, $g(x)^N = 0$ exactly when $g(x) = 0$, so $W(gf)(x)$ vanishes if and only if $g(x) = 0$ or $W(f)(x) = 0$. If $|g(x)| = 1$, then $|W(gf)(x)| = |g(x)|^N |W(f)(x)| = |W(f)(x)|$. Finally, take $N$ functions $h_0, \dots, h_{N-1}$ and the family of $N + 1$ functions $g, g h_0, \dots, g h_{N-1}$, which is $g$ times the family $1, h_0, \dots, h_{N-1}$. The main identity at size $N + 1$ extracts $g(x)^{N+1}$. In the remaining matrix, column $0$ holds the derivatives of the constant $1$, namely $(1, 0, \dots, 0)$, and expansion along it leaves the minor with rows and columns $1, \dots, N$. Its entry from row $i + 1$ and column $j + 1$ is $h_j^{(i+1)}(x) = (h_j')^{(i)}(x)$. Hence

$$W(g, g h_0, \dots, g h_{N-1})(x) = g(x)^{N+1} \, W(h_0', \dots, h_{N-1}')(x).$$

### The Lean file

```lean
import Mathlib

open Matrix Finset
open scoped ContDiff

namespace WronskianEnvelope

noncomputable section

variable {𝕜 : Type*} [RCLike 𝕜] {N m : ℕ}

/-- The Wronskian matrix of `N` orbitals on the line: entry `(i, j)` is the `i`-th derivative
of orbital `j` at the point `x`. -/
def wronskianMatrix (f : Fin N → ℝ → 𝕜) (x : ℝ) : Matrix (Fin N) (Fin N) 𝕜 :=
  Matrix.of fun i j => iteratedDeriv (i : ℕ) (f j) x

/-- The Wronskian of `N` orbitals at `x`: the determinant of their Wronskian matrix. -/
def wronskian (f : Fin N → ℝ → 𝕜) (x : ℝ) : 𝕜 :=
  (wronskianMatrix f x).det

/-- The Leibniz matrix of an envelope `g` at `x`: entry `(i, k)` is the binomial coefficient
`C(i, k)` times the `(i - k)`-th derivative of `g` for `k ≤ i`, and zero for `k > i`. -/
def leibnizMatrix (N : ℕ) (g : ℝ → 𝕜) (x : ℝ) : Matrix (Fin N) (Fin N) 𝕜 :=
  Matrix.of fun i k =>
    if (k : ℕ) ≤ (i : ℕ) then
      ((i : ℕ).choose (k : ℕ) : 𝕜) * iteratedDeriv ((i : ℕ) - (k : ℕ)) g x
    else 0

/-- Leibniz rule in matrix form: if `g` and `f` are `m` times continuously differentiable at `x`
with `N ≤ m + 1`, the `i`-th derivative of `g f` at `x` is row `i` of the Leibniz matrix of `g`
applied to the derivatives of `f` of orders `0, …, N - 1`. -/
theorem iteratedDeriv_envelope {g f : ℝ → 𝕜} {x : ℝ} (hm : N ≤ m + 1)
    (hg : ContDiffAt ℝ m g x) (hf : ContDiffAt ℝ m f x) (i : Fin N) :
    iteratedDeriv (i : ℕ) (fun y => g y * f y) x =
      ∑ k : Fin N, leibnizMatrix N g x i k * iteratedDeriv (k : ℕ) f x := by
  have hiN := i.2
  have hi : ((i : ℕ) : WithTop ℕ∞) ≤ (m : WithTop ℕ∞) := by
    have h : (i : ℕ) ≤ m := by omega
    exact_mod_cast h
  have hcomm : (fun y => g y * f y) = f * g := by
    funext y
    simp [mul_comm]
  rw [hcomm, iteratedDeriv_mul (hf.of_le hi) (hg.of_le hi)]
  simp only [leibnizMatrix, Matrix.of_apply]
  refine Eq.trans ?_ (Fin.sum_univ_eq_sum_range (fun k : ℕ =>
    (if k ≤ (i : ℕ) then ((i : ℕ).choose k : 𝕜) * iteratedDeriv ((i : ℕ) - k) g x else 0) *
      iteratedDeriv k f x) N).symm
  -- extend the Leibniz sum from `k ≤ i` to `k < N` by zero terms
  refine Eq.trans ?_ (Finset.sum_subset (s₁ := Finset.range ((i : ℕ) + 1)) ?_ ?_)
  · refine Finset.sum_congr rfl fun k hk => ?_
    have h : k ≤ (i : ℕ) := by
      have := Finset.mem_range.mp hk
      omega
    simp only [if_pos h]
    ring
  · intro k hk
    rw [Finset.mem_range] at hk ⊢
    omega
  · intro k _ hk
    have h : ¬ k ≤ (i : ℕ) := by
      rw [Finset.mem_range] at hk
      omega
    simp only [if_neg h, zero_mul]

/-- For `g` and the `f j` that are `m` times continuously differentiable at `x` with `N ≤ m + 1`,
multiplying every orbital by the envelope `g` multiplies the Wronskian matrix from the left by the
Leibniz matrix of `g`. -/
theorem wronskianMatrix_envelope {g : ℝ → 𝕜} {f : Fin N → ℝ → 𝕜} {x : ℝ} (hm : N ≤ m + 1)
    (hg : ContDiffAt ℝ m g x) (hf : ∀ j, ContDiffAt ℝ m (f j) x) :
    wronskianMatrix (fun j y => g y * f j y) x =
      leibnizMatrix N g x * wronskianMatrix f x := by
  ext i j
  rw [Matrix.mul_apply]
  exact iteratedDeriv_envelope hm hg (hf j) i

/-- The determinant of the `N × N` Leibniz matrix of `g` at `x` is `g(x)^N`. -/
theorem det_leibnizMatrix (N : ℕ) (g : ℝ → 𝕜) (x : ℝ) :
    (leibnizMatrix N g x).det = g x ^ N := by
  -- lower triangular, with every diagonal entry equal to `g x`
  have htri : (leibnizMatrix N g x).BlockTriangular OrderDual.toDual := by
    intro i k h
    have h' : i < k := OrderDual.toDual_lt_toDual.mp h
    have h'' : ¬ (k : ℕ) ≤ (i : ℕ) := not_le.mpr h'
    simp only [leibnizMatrix, Matrix.of_apply, if_neg h'']
  rw [Matrix.det_of_isLowerTriangular _ htri]
  simp [leibnizMatrix]

/-- A common envelope factors out of the Wronskian: if `g` and the `N` orbitals `f j` are
`m` times continuously differentiable at `x` with `N ≤ m + 1`, the Wronskian of the products
`g f j` at `x` is `g(x)^N` times the Wronskian of the `f j`. -/
theorem wronskian_envelope {g : ℝ → 𝕜} {f : Fin N → ℝ → 𝕜} {x : ℝ} (hm : N ≤ m + 1)
    (hg : ContDiffAt ℝ m g x) (hf : ∀ j, ContDiffAt ℝ m (f j) x) :
    wronskian (fun j y => g y * f j y) x = g x ^ N * wronskian f x := by
  unfold wronskian
  rw [wronskianMatrix_envelope hm hg hf, Matrix.det_mul, det_leibnizMatrix]

/-- For a smooth envelope and smooth orbitals on the whole line, the Wronskian of the products
`g f j` equals `g^N` times the Wronskian of the `f j` at every point. -/
theorem wronskian_envelope_smooth {g : ℝ → 𝕜} {f : Fin N → ℝ → 𝕜}
    (hg : ContDiff ℝ ∞ g) (hf : ∀ j, ContDiff ℝ ∞ (f j)) :
    wronskian (fun j y => g y * f j y) = fun x => g x ^ N * wronskian f x := by
  funext x
  exact wronskian_envelope (m := N) (Nat.le_succ N) (contDiff_infty.mp hg N).contDiffAt
    fun j => (contDiff_infty.mp (hf j) N).contDiffAt

/-- For at least one orbital, with `g` and the `f j` `m` times continuously differentiable at `x`
and `N ≤ m + 1`, the Wronskian of the products `g f j` vanishes at `x` exactly when the envelope or
the Wronskian of the `f j` vanishes there. -/
theorem wronskian_envelope_eq_zero_iff {g : ℝ → 𝕜} {f : Fin N → ℝ → 𝕜} {x : ℝ}
    (hN : N ≠ 0) (hm : N ≤ m + 1)
    (hg : ContDiffAt ℝ m g x) (hf : ∀ j, ContDiffAt ℝ m (f j) x) :
    wronskian (fun j y => g y * f j y) x = 0 ↔ g x = 0 ∨ wronskian f x = 0 := by
  rw [wronskian_envelope hm hg hf, mul_eq_zero, pow_eq_zero_iff hN]

/-- For `g` and the `f j` that are `m` times continuously differentiable at `x` with `N ≤ m + 1`, an
envelope `g` of modulus one at `x` leaves the modulus of the Wronskian at `x` unchanged. -/
theorem norm_wronskian_phase {g : ℝ → 𝕜} {f : Fin N → ℝ → 𝕜} {x : ℝ} (hm : N ≤ m + 1)
    (hg : ContDiffAt ℝ m g x) (hf : ∀ j, ContDiffAt ℝ m (f j) x) (hphase : ‖g x‖ = 1) :
    ‖wronskian (fun j y => g y * f j y) x‖ = ‖wronskian f x‖ := by
  rw [wronskian_envelope hm hg hf, norm_mul, norm_pow, hphase, one_pow, one_mul]

/-- If `g` and the `h j` are `m` times continuously differentiable at `x` with `N ≤ m`, the
Wronskian of the `N + 1` functions `g, g h₀, …, g h_{N-1}` at `x` is `g(x)^(N+1)` times the
Wronskian of the `N` derivatives `h₀', …, h_{N-1}'`. -/
theorem wronskian_reduction {g : ℝ → 𝕜} {h : Fin N → ℝ → 𝕜} {x : ℝ} (hm : N ≤ m)
    (hg : ContDiffAt ℝ m g x) (hh : ∀ j, ContDiffAt ℝ m (h j) x) :
    wronskian (Matrix.vecCons g fun j y => g y * h j y) x =
      g x ^ (N + 1) * wronskian (fun j => deriv (h j)) x := by
  -- the family is `g` times the family `1, h₀, …, h_{N-1}`
  have e : (Matrix.vecCons g fun j y => g y * h j y) =
      fun j y => g y * (Matrix.vecCons (fun _ : ℝ => (1 : 𝕜)) h) j y := by
    funext j y
    refine Fin.cases ?_ (fun j => ?_) j <;> simp
  have hs : ∀ j, ContDiffAt ℝ m ((Matrix.vecCons (fun _ : ℝ => (1 : 𝕜)) h) j) x := by
    intro j
    refine Fin.cases ?_ (fun j => ?_) j
    · rw [Matrix.cons_val_zero]
      exact contDiffAt_const
    · rw [Matrix.cons_val_succ]
      exact hh j
  have hzero : ∀ k : ℕ, iteratedDeriv k (fun _ : ℝ => (0 : 𝕜)) = fun _ => 0 := by
    intro k
    induction k with
    | zero => rw [iteratedDeriv_zero]
    | succ k ih => rw [iteratedDeriv_succ, ih, deriv_const']
  have hz : ∀ k : ℕ, iteratedDeriv (k + 1) (fun _ : ℝ => (1 : 𝕜)) x = 0 := by
    intro k
    rw [iteratedDeriv_succ', deriv_const', hzero]
  -- expansion along a first column of the form `(1, 0, …, 0)`
  have key : ∀ W : Matrix (Fin (N + 1)) (Fin (N + 1)) 𝕜, W 0 0 = 1 →
      (∀ i : Fin N, W i.succ 0 = 0) → W.det = (W.submatrix Fin.succ Fin.succ).det := by
    intro W h0 h1
    rw [Matrix.det_succ_column_zero, Fin.sum_univ_succ]
    simp [h0, h1]
  have h00 : wronskianMatrix (Matrix.vecCons (fun _ : ℝ => (1 : 𝕜)) h) x 0 0 = 1 := by
    simp [wronskianMatrix]
  have hcol : ∀ i : Fin N,
      wronskianMatrix (Matrix.vecCons (fun _ : ℝ => (1 : 𝕜)) h) x i.succ 0 = 0 := by
    intro i
    simp only [wronskianMatrix, Matrix.of_apply, Matrix.cons_val_zero, Fin.val_succ]
    exact hz i
  have hsub : (wronskianMatrix (Matrix.vecCons (fun _ : ℝ => (1 : 𝕜)) h) x).submatrix
      Fin.succ Fin.succ = wronskianMatrix (fun j => deriv (h j)) x := by
    ext i j
    simp only [wronskianMatrix, Matrix.submatrix_apply, Matrix.of_apply, Matrix.cons_val_succ,
      Fin.val_succ, iteratedDeriv_succ']
  rw [e, wronskian_envelope (m := m) (by omega) hg hs]
  unfold wronskian
  rw [key _ h00 hcol, hsub]

end

end WronskianEnvelope
```

```lean
#print axioms WronskianEnvelope.wronskian_envelope_smooth
-- 'WronskianEnvelope.wronskian_envelope_smooth' depends on axioms: [propext, Classical.choice, Quot.sound]
#print axioms WronskianEnvelope.wronskian_envelope_eq_zero_iff
-- 'WronskianEnvelope.wronskian_envelope_eq_zero_iff' depends on axioms: [propext, Classical.choice, Quot.sound]
#print axioms WronskianEnvelope.norm_wronskian_phase
-- 'WronskianEnvelope.norm_wronskian_phase' depends on axioms: [propext, Classical.choice, Quot.sound]
#print axioms WronskianEnvelope.wronskian_reduction
-- 'WronskianEnvelope.wronskian_reduction' depends on axioms: [propext, Classical.choice, Quot.sound]
```

### Orbitals, derivatives and the smoothness hypotheses in Lean

The value field `𝕜` is an `RCLike` type, which covers $\mathbb{R}$ and $\mathbb{C}$ in one statement, while the position variable is always real. A family of orbitals is `f : Fin N → ℝ → 𝕜`, so `f j` is $f_j$ with $j$ counted from $0$, and the dressed family is `fun j y => g y * f j y`. In `wronskianMatrix` the row index is the order of the derivative and the column index labels the orbital, as in $M(f)_{ij}$ above. The order of the orbitals fixes the sign of `wronskian`, and both sides of each identity use the same order. No factor $(N!)^{-1/2}$ and no factorials are built in; the same constant multiplies both sides if one wants the full coefficient of $\prod_{a<b} (x_b - x_a)$ from the question. The definition `leibnizMatrix` is $L$, and its branch condition keeps the natural-number subtraction $i - k$ in the range $k \le i$ where it is the ordinary difference.

The hypothesis `ContDiffAt ℝ m g x` with a natural number `m` says that $g$ is $m$ times continuously differentiable on some neighbourhood of $x$. Physically it excludes points where an orbital or the envelope has a kink of low order, as at a delta-function scatterer, where the higher derivatives in the matrix would not exist. Since Lean's `deriv` returns $0$ where a function is not differentiable, `wronskian` is defined for arbitrary functions, and these hypotheses are what make its entries true derivatives. The smallest choice is $m = N - 1$ for $N \ge 1$; at $N = 1$, $m = 0$ the theorem still asks for continuity near $x$.

Read in words, `wronskian_envelope` is the identity at one point under this local hypothesis. The theorem `wronskian_envelope_smooth` is the version in the question: `ContDiff ℝ ∞ g` means infinitely differentiable on the whole line, and the conclusion is an equality of functions of $x$. In `wronskian_envelope_eq_zero_iff` the condition `N ≠ 0` excludes the empty family, whose Wronskian is $1$ even where $g(x) = 0$. In `norm_wronskian_phase` the condition `‖g x‖ = 1` stands for an envelope that is a pure phase, such as a boost $e^{\mathrm{i} q x}$ with real wave number $q$, and it is required at the single point $x$ only; for real values it means $g(x) = \pm 1$. In `wronskian_reduction`, `Matrix.vecCons g` puts $g$ in column $0$ and $g h_j$ in column $j + 1$, for $j = 0, \dots, N-1$. The hypothesis there is `N ≤ m` because the family has $N + 1$ members. The identifier recalls reduction of order for linear differential equations, but the statement is an identity between determinants: no equation appears, the $h_j$ are given functions, and $g(x)$ may be zero.

The theorems concern one spatial dimension, scalar orbitals without spin, a finite number of orbitals, and an envelope that is the same one-body factor for all of them; a pair correlation factor depending on $x_a - x_b$ is not of this form. Orthogonality and normalisation of the orbitals are neither assumed nor used. The file starts from the Wronskian as a definition, so the limit of a Slater determinant at coalescing points quoted in the question is background that none of these theorems establishes. With that reading, for non-interacting spinless fermions on a line in a single determinant, a nowhere vanishing envelope such as the trap Gaussian leaves the zeros of this leading coefficient, as a function of the meeting point $x$, where they were, and a common phase leaves its modulus unchanged.

### How the lemmas build the identity

The lemma `iteratedDeriv_envelope` is the Leibniz formula with the sum already extended to all $k < N$; it is examined separately below. The lemma `wronskianMatrix_envelope` is $M(gf) = L\,M(f)$: `ext i j` passes to an entry, `Matrix.mul_apply` writes the product entry as a sum over $k$, and that sum is the previous lemma for `f j`.

The lemma `det_leibnizMatrix` is $\det L = g(x)^N$. Mathlib's predicate `BlockTriangular` describes upper triangular shape with respect to an ordering of the indices, and `OrderDual.toDual` reverses the ordering, so `htri` states that $L_{ik} = 0$ whenever $i < k$. Then `Matrix.det_of_isLowerTriangular` turns the determinant into the product of the diagonal entries, and `simp` evaluates each of them as $g(x)$. The lemma has no smoothness hypothesis, since only the zeroth derivative of $g$ reaches the diagonal. The main theorem is then the last line of the derivation, with `Matrix.det_mul` for multiplicativity. The smooth version takes $m = N$ and extracts finite differentiability through `contDiff_infty`. The statements on zeros and on the modulus rewrite with the main theorem and use `mul_eq_zero`, `pow_eq_zero_iff`, `norm_mul` and `norm_pow`.

In `wronskian_reduction`, `e` writes the family as $g$ times $(1, h_0, \dots, h_{N-1})$ by treating column $0$ and columns $j + 1$ separately with `Fin.cases`, and `hs` gives the differentiability of that family. The facts `hzero` and `hz` show that all derivatives of positive order of the constant $1$ vanish, so `h00` and `hcol` identify the first column as $(1, 0, \dots, 0)$. The expansion along that column is `key`, stated for any matrix and proved from `Matrix.det_succ_column_zero`. Lastly `hsub` identifies the minor, using `iteratedDeriv_succ'`, which says that the derivative of order $i + 1$ is the $i$-th derivative of the first derivative.

### The Leibniz rule as `iteratedDeriv_mul`

All the analysis in the main theorem is carried by one Mathlib statement. For functions $u$ and $v$ that are $n$ times continuously differentiable at $x$, `iteratedDeriv_mul` gives

$$(uv)^{(n)}(x) = \sum_{k=0}^{n} \binom{n}{k} \, u^{(k)}(x) \, v^{(n-k)}(x),$$

with the sum over `Finset.range` of $n + 1$. A neighbourhood condition is natural for it, because each further differentiation at $x$ needs the formula of the previous order at all nearby points. Three adjustments fit it to the matrix form.

First, the order of smoothness is $m$ in the hypotheses and $i$ in the application. From $i < N \le m + 1$, `omega` gets $i \le m$; `hi` carries this inequality into `WithTop ℕ∞`, the type of smoothness orders, and `of_le` lowers the hypotheses from $m$ to $i$. This is the only place in the main chain where `hm` is consumed.

Second, the summation index counts derivatives of the first factor. The matrix product needs $k$ to count derivatives of the orbital, so `hcomm` rewrites the product as `f * g`, with $u = f$ and $v = g$. This avoids reflecting the sum by $k \mapsto i - k$ and invoking the symmetry of the binomial coefficients.

Third, the sum runs over $k \le i$, whereas a matrix product sums over `Fin N`. The lemma `Fin.sum_univ_eq_sum_range` converts the latter into a sum over natural numbers below $N$, and `Finset.sum_subset` relates the two ranges. The step that chains it with `Eq.trans` leaves three goals, the first from `Eq.trans` and the other two the side conditions of `Finset.sum_subset`, and these are the three bullets of the proof: for $k \le i$ the terms agree after reordering factors with `ring`; the range $k \le i$ lies inside $k < N$; and for $k > i$ the term is zero because $L_{ik} = 0$. The same zeros that pad this sum make $L$ triangular in `det_leibnizMatrix`.
